# At fixed nuclear charge, a smaller Thomas–Fermi ion holds fewer electrons

## Could two ions of different size hold the same number of electrons?

Suppose two Thomas–Fermi ions with the same nucleus could hold the same number of electrons and still have different radii. The nuclear charge and the electron number would then not identify the ion, and a program that moves the edge until the electron number comes out right could return either one.

I don't see what rules this out. A larger ion has more room, but its cloud might be thinner near the nucleus, and the loss there could cancel the gain from the outer shell. Does the Thomas–Fermi equation forbid that cancellation?

## The larger ion is nowhere thinner

Yes, it does. Where both ions have electrons, the density of the larger one is at least as high at every radius. The shell beyond the smaller ion's edge then adds a strictly positive number of electrons.

**The model.** Let \(Z>0\) be the nuclear charge in units of the elementary charge, and \(b>0\) the Thomas–Fermi length unit, the scale on which the electrons screen the nucleus. With \(x=r/b\), an ion with its edge at \(r=bx_0\) has a screening function \(\chi\) with

\[
\chi''=\frac{\chi^{3/2}}{\sqrt{x}}\quad(0<x<x_0),\qquad \chi(0)=1,\qquad \chi(x_0)=0,
\]

and \(\chi>0\) in between. Its density and electron number are

\[
n(r)=\frac{Z}{4\pi b^3}\left(\frac{\chi(r/b)}{r/b}\right)^{3/2},\qquad
N=\int_0^{bx_0}4\pi r^2 n(r)\,dr .
\]

Substituting \(r=bx\) gives

\[
4\pi r^2 n\,dr=4\pi b^2x^2\cdot\frac{Z}{4\pi b^3}\,\frac{\chi^{3/2}}{x^{3/2}}\cdot b\,dx=Z\sqrt{x}\,\chi^{3/2}\,dx,
\]

so that

\[
N=Z\int_0^{x_0}\sqrt{x}\,\chi(x)^{3/2}\,dx .
\]

**Comparing the screening functions.** Take two ions with edges \(x_1\le x_2\) and set \(v=\chi_1-\chi_2\) on \([0,x_1]\). This continuous function has a maximum at some \(c\). Suppose \(v(c)>0\). At the nucleus \(v(0)=1-1=0\), and at the smaller edge \(v(x_1)=-\chi_2(x_1)\le 0\), so \(0<c<x_1\). Both equations hold at \(c\), and \(\chi_1(c)>\chi_2(c)\ge 0\), hence

\[
v''(c)=\frac{\chi_1(c)^{3/2}-\chi_2(c)^{3/2}}{\sqrt{c}}>0 .
\]

At an interior maximum, however, \(v''(c)\le 0\). Otherwise \(v'(c)=0\) and \(v''(c)>0\) would make \(c\) a local minimum as well; \(v\) would be constant near \(c\), and \(v''(c)\) would be zero. The contradiction shows that \(\chi_1\le\chi_2\) on \([0,x_1]\).

**Counting the electrons.** If \(x_1<x_2\), then

\[
\int_0^{x_1}\!\sqrt{x}\,\chi_1^{3/2}dx\;\le\;\int_0^{x_1}\!\sqrt{x}\,\chi_2^{3/2}dx\;<\;\int_0^{x_2}\!\sqrt{x}\,\chi_2^{3/2}dx .
\]

The last step is strict because \(\chi_2>0\) between the two edges. Multiplying by \(Z\) gives \(N_1<N_2\).

If the edges are equal, the comparison works in both directions, so \(\chi_1=\chi_2\) and \(N_1=N_2\). Therefore \(N_1<N_2\) holds exactly when \(x_1<x_2\), and equal electron numbers force equal edges and equal screening functions.

### What the Lean statements say about the ions

`IonScreening χ x₀` collects the conditions on one ion. The fields `edge_pos`, `nucleus`, `edge` and `pos` are the positive edge, the two boundary values and the positivity in between. `cont` asks for continuity on the closed interval, and no derivative is required at either end. `diff` and `eqn` say that `χ` is twice differentiable inside and solves the Thomas–Fermi equation there. Nothing is assumed about `χ` beyond the edge.

`density` and `electronNumber` are the formulas for \(n\) and \(N\) above, with the integral stopped at `b * x₀`. The main theorems compare two ions. The first concerns the screening functions alone, and the other two use the same `Z` and `b` for both ions:

- `scaled_integral_lt` is the strict inequality between the dimensionless integrals.
- `electronNumber_lt_iff` says that one ion holds fewer electrons exactly when its edge is closer to the nucleus.
- `ion_determined_by_charge` says that equal electron numbers give equal edges and screening functions that agree up to the edge.

In the physical model \(b\) is proportional to \(Z^{-1/3}\), so ions of the same nucleus share it. The theorems use only that it is positive and common to both ions.

The exponent needs its type annotation, `(3 / 2 : ℝ)`. If one writes `χ x ^ (3 / 2)`, Lean takes the exponent to be a natural number, the division rounds down to 1, and the structure describes the linear equation \(\chi''=\chi/\sqrt{x}\) without any error message.

The Thomas–Fermi equation is assumed here, not derived from an energy functional, and the existence of an ion with a given edge or electron number is not shown. The neutral atom, whose screening function reaches zero only at infinity, does not satisfy `IonScreening`. The model is spherical and has no exchange or gradient corrections.

```lean
import Mathlib

open Set Topology

namespace ThomasFermiIonSize

noncomputable section

/-- `χ` is the screening function of a Thomas-Fermi ion with scaled edge `x₀ > 0`: continuous on
`[0, x₀]`, equal to one at the nucleus, zero at the edge, positive in between, and a solution of
`χ'' = χ^(3/2) / √x` inside. -/
structure IonScreening (χ : ℝ → ℝ) (x₀ : ℝ) : Prop where
  edge_pos : 0 < x₀
  cont : ContinuousOn χ (Icc 0 x₀)
  nucleus : χ 0 = 1
  edge : χ x₀ = 0
  pos : ∀ x ∈ Ioo 0 x₀, 0 < χ x
  diff : ∀ x ∈ Ioo 0 x₀, DifferentiableAt ℝ χ x
  eqn : ∀ x ∈ Ioo 0 x₀, HasDerivAt (deriv χ) (χ x ^ (3 / 2 : ℝ) / √x) x

/-- The electron density at distance `r > 0` from a nucleus of charge `Z`, with Thomas-Fermi
length unit `b > 0` and screening function `χ`. -/
def density (Z b : ℝ) (χ : ℝ → ℝ) (r : ℝ) : ℝ :=
  Z / (4 * Real.pi * b ^ 3) * (χ (r / b) / (r / b)) ^ (3 / 2 : ℝ)

/-- The number of electrons inside the radius `b x₀`, for a length unit `b > 0`: the integral of
the density over spherical shells. -/
def electronNumber (Z b : ℝ) (χ : ℝ → ℝ) (x₀ : ℝ) : ℝ :=
  ∫ r in (0 : ℝ)..(b * x₀), 4 * Real.pi * r ^ 2 * density Z b χ r

variable {χ χ₁ χ₂ : ℝ → ℝ} {x₀ x₁ x₂ Z b : ℝ}

/-- The screening function of an ion is nonnegative from the nucleus to the edge. -/
theorem IonScreening.nonneg (h : IonScreening χ x₀) : ∀ x ∈ Icc 0 x₀, 0 ≤ χ x := by
  intro x hx
  rcases hx.1.eq_or_lt with h0 | h0
  · rw [← h0, h.nucleus]
    exact zero_le_one
  · rcases hx.2.eq_or_lt with h1 | h1
    · rw [h1, h.edge]
    · exact (h.pos x ⟨h0, h1⟩).le

/-- At a local maximum where a function is continuous, its second derivative is not positive. -/
theorem second_deriv_nonpos {v : ℝ → ℝ} {c : ℝ} (hc : ContinuousAt v c)
    (hmax : IsLocalMax v c) : deriv (deriv v) c ≤ 0 := by
  by_contra h
  have hmin : IsLocalMin v c :=
    isLocalMin_of_deriv_deriv_pos (not_le.1 h) hmax.deriv_eq_zero hc
  -- a point that is both a maximum and a minimum has a flat neighbourhood
  have he : v =ᶠ[𝓝 c] fun _ => v c := by
    filter_upwards [hmax, hmin] with y h1 h2 using le_antisymm h1 h2
  have h0 : deriv (deriv v) c = 0 := by
    rw [he.deriv.deriv_eq]
    simp
  exact h h0.le

/-- Of two ions, the one whose edge lies no further out has the screening function that is
nowhere larger, from the nucleus to its edge. -/
theorem screening_le (h1 : IonScreening χ₁ x₁) (h2 : IonScreening χ₂ x₂) (hx : x₁ ≤ x₂) :
    ∀ x ∈ Icc 0 x₁, χ₁ x ≤ χ₂ x := by
  have hcont : ContinuousOn (fun x => χ₁ x - χ₂ x) (Icc 0 x₁) :=
    h1.cont.sub (h2.cont.mono (Icc_subset_Icc_right hx))
  obtain ⟨c, hc, hmax⟩ := isCompact_Icc.exists_isMaxOn (nonempty_Icc.2 h1.edge_pos.le) hcont
  have hm : ∀ y ∈ Icc 0 x₁, χ₁ y - χ₂ y ≤ χ₁ c - χ₂ c := fun y hy => hmax hy
  suffices hle : χ₁ c - χ₂ c ≤ 0 by
    intro x hx'
    linarith [hm x hx']
  by_contra hneg
  have hpos : 0 < χ₁ c - χ₂ c := not_le.1 hneg
  have hn2 : 0 ≤ χ₂ c := h2.nonneg c ⟨hc.1, hc.2.trans hx⟩
  -- a positive maximum sits neither at the nucleus nor at the edge
  have hc0 : 0 < c := by
    rcases hc.1.eq_or_lt with h0 | h0
    · rw [← h0, h1.nucleus, h2.nucleus] at hpos
      linarith
    · exact h0
  have hc1 : c < x₁ := by
    rcases hc.2.eq_or_lt with h0 | h0
    · have he : χ₁ c = 0 := by rw [h0, h1.edge]
      linarith
    · exact h0
  have hd : deriv (fun x => χ₁ x - χ₂ x) =ᶠ[𝓝 c] fun x => deriv χ₁ x - deriv χ₂ x := by
    filter_upwards [Ioo_mem_nhds hc0 hc1] with y hy
    exact ((h1.diff y hy).hasDerivAt.fun_sub
      (h2.diff y ⟨hy.1, hy.2.trans_le hx⟩).hasDerivAt).deriv
  have hdd := second_deriv_nonpos (hcont.continuousAt (Icc_mem_nhds hc0 hc1))
    (hmax.isLocalMax (Icc_mem_nhds hc0 hc1))
  rw [hd.deriv_eq,
    ((h1.eqn c ⟨hc0, hc1⟩).fun_sub (h2.eqn c ⟨hc0, hc1.trans_le hx⟩)).deriv] at hdd
  -- but the Thomas-Fermi equation makes the difference curve upwards there
  have hlt : χ₂ c ^ (3 / 2 : ℝ) / √c < χ₁ c ^ (3 / 2 : ℝ) / √c :=
    div_lt_div_of_pos_right (Real.rpow_lt_rpow hn2 (by linarith) (by norm_num))
      (Real.sqrt_pos.2 hc0)
  linarith

/-- Two ions with the same scaled edge have the same screening function up to that edge. -/
theorem screening_unique (h1 : IonScreening χ₁ x₀) (h2 : IonScreening χ₂ x₀) :
    EqOn χ₁ χ₂ (Icc 0 x₀) := fun x hx =>
  le_antisymm (screening_le h1 h2 le_rfl x hx) (screening_le h2 h1 le_rfl x hx)

/-- The integral of `√x χ^(3/2)` up to the edge is strictly smaller for the ion with the smaller
scaled edge. -/
theorem scaled_integral_lt (h1 : IonScreening χ₁ x₁) (h2 : IonScreening χ₂ x₂) (hx : x₁ < x₂) :
    ∫ x in (0 : ℝ)..x₁, √x * χ₁ x ^ (3 / 2 : ℝ) < ∫ x in (0 : ℝ)..x₂, √x * χ₂ x ^ (3 / 2 : ℝ) := by
  have hcont : ∀ {χ : ℝ → ℝ} {x₀ : ℝ}, IonScreening χ x₀ →
      ContinuousOn (fun x => √x * χ x ^ (3 / 2 : ℝ)) (Icc 0 x₀) := fun h =>
    Real.continuous_sqrt.continuousOn.mul
      (h.cont.rpow_const (fun _ _ => Or.inr (by norm_num)))
  have i1 := (hcont h1).intervalIntegrable_of_Icc (μ := MeasureTheory.volume) h1.edge_pos.le
  have i2 := ((hcont h2).mono (Icc_subset_Icc_right hx.le)).intervalIntegrable_of_Icc
    (μ := MeasureTheory.volume) h1.edge_pos.le
  have i3 := ((hcont h2).mono (Icc_subset_Icc_left h1.edge_pos.le)).intervalIntegrable_of_Icc
    (μ := MeasureTheory.volume) hx.le
  have hmono := intervalIntegral.integral_mono_on h1.edge_pos.le i1 i2 (fun x hx' =>
    mul_le_mul_of_nonneg_left (Real.rpow_le_rpow (h1.nonneg x hx')
      (screening_le h1 h2 hx.le x hx') (by norm_num)) (Real.sqrt_nonneg x))
  -- the shell between the two edges contributes a positive amount to the integral
  have hshell := intervalIntegral.intervalIntegral_pos_of_pos_on i3 (fun x hx' =>
    mul_pos (Real.sqrt_pos.2 (h1.edge_pos.trans hx'.1))
      (Real.rpow_pos_of_pos (h2.pos x ⟨h1.edge_pos.trans hx'.1, hx'.2⟩) _)) hx
  have hsplit := intervalIntegral.integral_add_adjacent_intervals i2 i3
  linarith

/-- For a length unit `b > 0`, the electron number of an ion is `Z` times the integral of
`√x χ^(3/2)` up to the scaled edge. -/
theorem electronNumber_eq (hb : 0 < b) (h : IonScreening χ x₀) :
    electronNumber Z b χ x₀ = Z * ∫ x in (0 : ℝ)..x₀, √x * χ x ^ (3 / 2 : ℝ) := by
  have key : ∀ r ∈ uIcc 0 (b * x₀), 4 * Real.pi * r ^ 2 * density Z b χ r
      = Z / b * (√(r / b) * χ (r / b) ^ (3 / 2 : ℝ)) := by
    intro r hr
    rw [uIcc_of_le (mul_pos hb h.edge_pos).le] at hr
    obtain ⟨x, rfl⟩ : ∃ x, r = b * x := ⟨r / b, by field_simp⟩
    have hx0 : 0 ≤ x := le_of_mul_le_mul_left (by rw [mul_zero]; exact hr.1) hb
    have hx1 : x ≤ x₀ := le_of_mul_le_mul_left hr.2 hb
    have hbx : b * x / b = x := by field_simp
    simp only [density, hbx]
    rcases hx0.eq_or_lt with h0 | hpos
    · rw [← h0]
      simp
    · have hp : x ^ (3 / 2 : ℝ) = x * √x := by
        rw [show (3 / 2 : ℝ) = 1 + 1 / 2 by norm_num, Real.rpow_add hpos, Real.rpow_one,
          ← Real.sqrt_eq_rpow]
      have aux : ∀ s C : ℝ, 0 < s → 4 * Real.pi * (b * (s * s)) ^ 2 *
          (Z / (4 * Real.pi * b ^ 3) * (C / (s * s * s))) = Z / b * (s * C) := by
        intro s C hs
        field_simp
      have := aux (√x) (χ x ^ (3 / 2 : ℝ)) (Real.sqrt_pos.2 hpos)
      rw [Real.mul_self_sqrt hx0] at this
      rw [Real.div_rpow (h.nonneg x ⟨hx0, hx1⟩) hx0, hp]
      exact this
  have e1 : electronNumber Z b χ x₀
      = ∫ r in (0 : ℝ)..(b * x₀), Z / b * (√(r / b) * χ (r / b) ^ (3 / 2 : ℝ)) := by
    unfold electronNumber
    exact intervalIntegral.integral_congr key
  -- substitute r = b x
  have e2 : ∫ r in (0 : ℝ)..(b * x₀), √(r / b) * χ (r / b) ^ (3 / 2 : ℝ)
      = b • ∫ x in (0 / b)..(b * x₀ / b), √x * χ x ^ (3 / 2 : ℝ) :=
    intervalIntegral.integral_comp_div (f := fun x => √x * χ x ^ (3 / 2 : ℝ)) hb.ne'
  have hbx : b * x₀ / b = x₀ := by field_simp
  rw [e1, intervalIntegral.integral_const_mul, e2, zero_div, hbx, smul_eq_mul, ← mul_assoc,
    div_mul_cancel₀ _ hb.ne']

/-- At fixed nuclear charge `Z > 0` and length unit `b > 0`, the ion with the smaller edge holds
strictly fewer electrons. -/
theorem electronNumber_lt (hZ : 0 < Z) (hb : 0 < b) (h1 : IonScreening χ₁ x₁)
    (h2 : IonScreening χ₂ x₂) (hx : x₁ < x₂) :
    electronNumber Z b χ₁ x₁ < electronNumber Z b χ₂ x₂ := by
  rw [electronNumber_eq hb h1, electronNumber_eq hb h2]
  exact mul_lt_mul_of_pos_left (scaled_integral_lt h1 h2 hx) hZ

/-- At fixed `Z > 0` and `b > 0`, two ions with the same number of electrons have the same edge
and the same screening function up to it. -/
theorem ion_determined_by_charge (hZ : 0 < Z) (hb : 0 < b) (h1 : IonScreening χ₁ x₁)
    (h2 : IonScreening χ₂ x₂) (hN : electronNumber Z b χ₁ x₁ = electronNumber Z b χ₂ x₂) :
    x₁ = x₂ ∧ EqOn χ₁ χ₂ (Icc 0 x₁) := by
  rcases lt_trichotomy x₁ x₂ with hx | hx | hx
  · exact absurd hN (electronNumber_lt hZ hb h1 h2 hx).ne
  · subst hx
    exact ⟨rfl, screening_unique h1 h2⟩
  · exact absurd hN (electronNumber_lt hZ hb h2 h1 hx).ne'

/-- At fixed `Z > 0` and `b > 0`, one ion holds fewer electrons than another exactly when its
edge lies closer to the nucleus. -/
theorem electronNumber_lt_iff (hZ : 0 < Z) (hb : 0 < b) (h1 : IonScreening χ₁ x₁)
    (h2 : IonScreening χ₂ x₂) :
    electronNumber Z b χ₁ x₁ < electronNumber Z b χ₂ x₂ ↔ x₁ < x₂ := by
  refine ⟨fun hN => ?_, electronNumber_lt hZ hb h1 h2⟩
  rcases lt_trichotomy x₁ x₂ with hx | hx | hx
  · exact hx
  · -- equal edges would give equal electron numbers
    subst hx
    have he : ∫ x in (0 : ℝ)..x₁, √x * χ₁ x ^ (3 / 2 : ℝ)
        = ∫ x in (0 : ℝ)..x₁, √x * χ₂ x ^ (3 / 2 : ℝ) := by
      apply intervalIntegral.integral_congr
      intro x hx
      rw [uIcc_of_le h1.edge_pos.le] at hx
      simp only [screening_unique h1 h2 hx]
    rw [electronNumber_eq hb h1, electronNumber_eq hb h2, he] at hN
    exact absurd hN (lt_irrefl _)
  · exact absurd hN (electronNumber_lt hZ hb h2 h1 hx).not_gt

end

end ThomasFermiIonSize
```

```lean
#print axioms ThomasFermiIonSize.electronNumber_lt
#print axioms ThomasFermiIonSize.ion_determined_by_charge
#print axioms ThomasFermiIonSize.electronNumber_lt_iff
```

```
'ThomasFermiIonSize.electronNumber_lt' depends on axioms: [propext, Classical.choice, Quot.sound]
'ThomasFermiIonSize.ion_determined_by_charge' depends on axioms: [propext, Classical.choice, Quot.sound]
'ThomasFermiIonSize.electronNumber_lt_iff' depends on axioms: [propext, Classical.choice, Quot.sound]
```

### From the maximum argument to the electron number

`IonScreening.nonneg` extends the positivity inside to \(\chi\ge0\) on the closed interval, using the boundary values. `second_deriv_nonpos` is the fact about maxima. It applies Mathlib's second-derivative test to obtain a local minimum, combines this with the maximum to get a function that is constant near `c`, and computes its second derivative as zero.

`screening_le` is the comparison. Compactness supplies the maximum point `c`, and `hc0` and `hc1` exclude the nucleus and the smaller edge. The step `hd` shows that the derivative of the difference is the difference of the derivatives throughout a neighbourhood of `c`; equality at `c` alone would not be enough to differentiate again. `hlt` is the strict inequality between the two right-hand sides of the Thomas–Fermi equation, and `linarith` finds the contradiction with the maximum. `screening_unique` applies this lemma in both directions.

In `scaled_integral_lt`, `i1`, `i2` and `i3` provide integrability from continuity. Then `hmono` compares the integrals up to `x₁`, `hshell` makes the contribution between the edges positive, and `hsplit` joins the two parts of the larger ion's integral.

`electronNumber_eq` carries out the substitution. Its step `key` simplifies the integrand at each radius, treating the nucleus, where both sides vanish, separately because the power laws used elsewhere need \(x>0\). Away from it, `aux` does the algebra with \(s=\sqrt{x}\), so that \(x=s^2\) and \(x^{3/2}=s^3\). The change of variable itself is `e2`.

`electronNumber_lt` multiplies the scaled inequality by `Z`. The last two theorems split into the cases \(x_1<x_2\), \(x_1=x_2\) and \(x_1>x_2\), and discard those that contradict the assumption on the electron numbers.

For your program, this means that in this spherical Thomas–Fermi model without exchange or gradient corrections, a search over the edge at fixed \(Z\) has at most one solution for each electron number.
